# Purity conditions on the contractions of a fermionic Bogoliubov vacuum, from the unitarity of its transformation

I want to treat a Bogoliubov vacuum of fermions as a linear functional that returns expectation values, without building a Fock space, and to store the quasiparticle transformation in two complex $n\times n$ matrices $U$ and $V$. The block matrix

$$W=\begin{pmatrix}U&\bar V\\ V&\bar U\end{pmatrix}$$

is assumed unitary, where the bar means entrywise complex conjugation. The normal and anomalous contractions should then be $\rho=\bar V V^T$ and $\kappa=\bar V U^T$, and they are said to obey

$$\kappa^T=-\kappa,\qquad \rho-\rho^2=\kappa\kappa^\dagger,\qquad \rho\kappa=\kappa\bar\rho .$$

Could someone write out every step, including why these matrices are the contractions, and give a version that Lean has checked?

## Three block relations of $W$ are enough

**The contractions.** Let $b_k$ be the quasiparticle annihilators and $\langle\cdot\rangle$ the expectation value in their vacuum. The particle operators and their adjoints are

$$c_i=\sum_k\left(U_{ik}b_k+\bar V_{ik}b_k^\dagger\right),\qquad c_j^\dagger=\sum_k\left(V_{jk}b_k+\bar U_{jk}b_k^\dagger\right).$$

An expectation value vanishes if its word ends in an annihilator or begins with a creator. Of the four products of two quasiparticle operators, only $b_kb_l^\dagger$ survives, and the anticommutator gives $\langle b_kb_l^\dagger\rangle=\delta_{kl}-\langle b_l^\dagger b_k\rangle=\delta_{kl}$. Hence

$$\langle c_j^\dagger c_i\rangle=\sum_k V_{jk}\bar V_{ik}=\rho_{ij},\qquad \langle c_jc_i\rangle=\sum_k U_{jk}\bar V_{ik}=\kappa_{ij}.$$

**The block relations.** The adjoint of $W$ has rows $(U^\dagger,V^\dagger)$ and $(V^T,U^T)$. The lower row of $W^\dagger W=1$ and the upper right block of $WW^\dagger=1$ read

$$V^TU+U^TV=0,\qquad V^T\bar V+U^T\bar U=1,\qquad UV^\dagger+\bar VU^T=0.$$

**The three conditions.** The last relation gives antisymmetry at once:

$$\kappa^T=UV^\dagger=-\bar VU^T=-\kappa.$$

For the second condition, replace $U^T\bar U$ between the outer factors:

$$\kappa\kappa^\dagger=\bar V\,U^T\bar U\,V^T=\bar V(1-V^T\bar V)V^T=\rho-\rho^2.$$

For the third, use the two off-diagonal relations in turn, with $\bar\rho=VV^\dagger$:

$$\rho\kappa=\bar VV^T(\bar VU^T)=-\bar V(V^TU)V^\dagger=\bar VU^TVV^\dagger=\kappa\bar\rho.$$

**One projector.** The last two conditions can be packed into the generalized density matrix

$$R=\begin{pmatrix}\rho&\kappa\\-\bar\kappa&1-\bar\rho\end{pmatrix}.$$

Take any $\rho$ and any antisymmetric $\kappa$, so that $\kappa^\dagger=-\bar\kappa$. The upper left block of $R^2=R$ is $\rho^2-\kappa\bar\kappa=\rho$, which is the second condition. The upper right block is $\rho\kappa+\kappa(1-\bar\rho)=\kappa$, which is the third. The lower blocks are the complex conjugates of these two equations, so $R^2=R$ holds exactly when both conditions do.

For the Bogoliubov vacuum, direct multiplication gives

$$W\begin{pmatrix}0&0\\0&1\end{pmatrix}W^\dagger=\begin{pmatrix}\bar VV^T&\bar VU^T\\ \bar UV^T&\bar UU^T\end{pmatrix}.$$

The lower row of $WW^\dagger=1$ says that $\bar UV^T=-VU^\dagger=-\bar\kappa$ and $\bar UU^T=1-VV^\dagger=1-\bar\rho$. The product is therefore $R$, which is visibly Hermitian.

**A BCS pair.** Take real $u,v$ with $u^2+v^2=1$, $U=u\,1$ and $V=\begin{pmatrix}0&v\\-v&0\end{pmatrix}$. Then $\rho=v^2\,1$ and $\kappa=\begin{pmatrix}0&uv\\-uv&0\end{pmatrix}$, and the second condition becomes $v^2-v^4=u^2v^2$.

### The Lean file

```lean
import Mathlib

open Matrix ComplexConjugate

namespace BogoliubovPurity

noncomputable section

variable {n : Type*} [Fintype n] [DecidableEq n]

/-- Entrywise complex conjugation of a square matrix, as a ring homomorphism. -/
def cj : Matrix n n ℂ →+* Matrix n n ℂ := (starRingEnd ℂ).mapMatrix

/-- The Bogoliubov matrix with rows `(U, conj V)` and `(V, conj U)`. -/
def bogoliubov (U V : Matrix n n ℂ) : Matrix (n ⊕ n) (n ⊕ n) ℂ :=
  fromBlocks U (cj V) V (cj U)

/-- The normal contraction matrix `ρ = conj(V) Vᵀ`. -/
def rho (V : Matrix n n ℂ) : Matrix n n ℂ := cj V * Vᵀ

/-- The anomalous contraction matrix (pairing tensor) `κ = conj(V) Uᵀ`. -/
def kappa (U V : Matrix n n ℂ) : Matrix n n ℂ := cj V * Uᵀ

/-- The generalized density matrix with rows `(ρ, κ)` and `(-conj κ, 1 - conj ρ)`. -/
def genDensity (ρ κ : Matrix n n ℂ) : Matrix (n ⊕ n) (n ⊕ n) ℂ :=
  fromBlocks ρ κ (-cj κ) (1 - cj ρ)

/-- How conjugation, transposition and the adjoint of a matrix combine. -/
theorem cj_rules (M : Matrix n n ℂ) :
    cj (cj M) = M ∧ (cj M)ᴴ = Mᵀ ∧ (cj M)ᵀ = Mᴴ ∧ cj Mᵀ = Mᴴ ∧ Mᵀᴴ = cj M := by
  refine ⟨?_, ?_, ?_, ?_, ?_⟩ <;> ext i j <;> simp [cj]

/-- The adjoint of the Bogoliubov matrix has rows `(U†, V†)` and `(Vᵀ, Uᵀ)`. -/
theorem conjTranspose_bogoliubov (U V : Matrix n n ℂ) :
    (bogoliubov U V)ᴴ = fromBlocks Uᴴ Vᴴ Vᵀ Uᵀ := by
  rw [bogoliubov, fromBlocks_conjTranspose, (cj_rules V).2.1, (cj_rules U).2.1]

section Vacuum

variable {A : Type*} [Ring A] [StarRing A] [Algebra ℂ A] [StarModule ℂ A]

/-- `ω` is a normalised vacuum expectation value for the quasiparticle annihilators `b k`,
whose anticommutators with the creators are canonical. -/
structure IsVacuum (ω : A →ₗ[ℂ] ℂ) (b : n → A) : Prop where
  norm : ω 1 = 1
  right : ∀ x k, ω (x * b k) = 0
  left : ∀ x k, ω (star (b k) * x) = 0
  car : ∀ k l, b k * star (b l) + star (b l) * b k = if k = l then 1 else 0

/-- The particle operator `c_i = Σ_k (U_ik b_k + conj(V_ik) b_k†)`. -/
def mode (U V : Matrix n n ℂ) (b : n → A) (i : n) : A :=
  ∑ k, (U i k • b k + conj (V i k) • star (b k))

omit [StarModule ℂ A] in
/-- In the vacuum expectation of a product of two linear combinations of quasiparticle
operators, only annihilator coefficients on the left meet creator coefficients on the right. -/
theorem vacuum_pair {ω : A →ₗ[ℂ] ℂ} {b : n → A} (hv : IsVacuum ω b) (p q r s : n → ℂ) :
    ω ((∑ k, (p k • b k + q k • star (b k))) * ∑ l, (r l • b l + s l • star (b l)))
      = ∑ k, p k * s k := by
  -- the only nonzero elementary contraction
  have h : ∀ k l, ω (b k * star (b l)) = if k = l then 1 else 0 := by
    intro k l
    rw [eq_sub_of_add_eq (hv.car k l), map_sub, hv.left, sub_zero]
    split_ifs <;> simp [hv.norm]
  have term : ∀ k l, ω ((p k • b k + q k • star (b k)) * (r l • b l + s l • star (b l)))
      = p k * s l * (if k = l then 1 else 0) := by
    intro k l
    simp only [add_mul, mul_add, smul_mul_assoc, mul_smul_comm, map_add, map_smul,
      hv.right, hv.left, h, smul_eq_mul]
    ring
  simp only [Finset.sum_mul_sum, map_sum, term]
  simp

/-- The vacuum contractions of the particle operators are
`⟨c_j† c_i⟩ = ρ_ij` and `⟨c_j c_i⟩ = κ_ij`. -/
theorem contractions {ω : A →ₗ[ℂ] ℂ} {b : n → A} (hv : IsVacuum ω b)
    (U V : Matrix n n ℂ) (i j : n) :
    ω (star (mode U V b j) * mode U V b i) = rho V i j ∧
      ω (mode U V b j * mode U V b i) = kappa U V i j := by
  have hs : star (mode U V b j) = ∑ k, (V j k • b k + conj (U j k) • star (b k)) := by
    rw [mode, star_sum]
    refine Finset.sum_congr rfl fun k _ => ?_
    rw [star_add, star_smul, star_smul, star_star, add_comm]
    simp
  constructor
  · rw [hs, mode, vacuum_pair hv]
    simp [rho, cj, Matrix.mul_apply, mul_comm]
  · rw [mode, mode, vacuum_pair hv]
    simp [kappa, cj, Matrix.mul_apply, mul_comm]

end Vacuum

/-- Block relations contained in the unitarity of the Bogoliubov matrix. -/
theorem bogoliubov_relations {U V : Matrix n n ℂ}
    (h : bogoliubov U V ∈ unitaryGroup (n ⊕ n) ℂ) :
    (Vᵀ * U + Uᵀ * V = 0 ∧ Vᵀ * cj V + Uᵀ * cj U = 1) ∧
      U * Vᴴ + cj V * Uᵀ = 0 ∧ V * Uᴴ + cj U * Vᵀ = 0 ∧ V * Vᴴ + cj U * Uᵀ = 1 := by
  have h1 := mem_unitaryGroup_iff'.mp h
  have h2 := mem_unitaryGroup_iff.mp h
  rw [star_eq_conjTranspose, conjTranspose_bogoliubov, bogoliubov, fromBlocks_multiply,
    ← fromBlocks_one, fromBlocks_inj] at h1 h2
  exact ⟨h1.2.2, h2.2⟩

/-- Purity conditions: for a unitary Bogoliubov matrix, `κᵀ = -κ`, `ρ - ρ² = κ κ†`
and `ρ κ = κ conj(ρ)`. -/
theorem purity {U V : Matrix n n ℂ} (h : bogoliubov U V ∈ unitaryGroup (n ⊕ n) ℂ) :
    (kappa U V)ᵀ = -kappa U V ∧
      rho V - rho V * rho V = kappa U V * (kappa U V)ᴴ ∧
      rho V * kappa U V = kappa U V * cj (rho V) := by
  obtain ⟨⟨h21, h22⟩, g12, -, -⟩ := bogoliubov_relations h
  simp only [rho, kappa, transpose_mul, conjTranspose_mul, map_mul, transpose_transpose,
    cj_rules]
  refine ⟨eq_neg_of_add_eq_zero_left g12, ?_, ?_⟩
  · -- insert the completeness relation between `conj V` and `Vᵀ`
    have e : Uᵀ * cj U = 1 - Vᵀ * cj V := eq_sub_of_add_eq' h22
    calc cj V * Vᵀ - cj V * Vᵀ * (cj V * Vᵀ)
        = cj V * (1 - Vᵀ * cj V) * Vᵀ := by noncomm_ring
      _ = cj V * Uᵀ * (cj U * Vᵀ) := by rw [← e]; simp only [Matrix.mul_assoc]
  · -- use the two off-diagonal relations in turn
    have e2 : cj V * Uᵀ = -(U * Vᴴ) := eq_neg_of_add_eq_zero_right g12
    have e3 : Vᵀ * U = -(Uᵀ * V) := eq_neg_of_add_eq_zero_left h21
    calc cj V * Vᵀ * (cj V * Uᵀ) = cj V * Vᵀ * (-(U * Vᴴ)) := by rw [e2]
      _ = -(cj V * (Vᵀ * U) * Vᴴ) := by noncomm_ring
      _ = cj V * Uᵀ * (V * Vᴴ) := by rw [e3]; noncomm_ring

/-- For antisymmetric `κ`, the generalized density matrix is idempotent exactly when
`ρ - ρ² = κ κ†` and `ρ κ = κ conj(ρ)`. -/
theorem genDensity_idempotent_iff (ρ κ : Matrix n n ℂ) (hκ : κᵀ = -κ) :
    genDensity ρ κ * genDensity ρ κ = genDensity ρ κ ↔
      ρ - ρ * ρ = κ * κᴴ ∧ ρ * κ = κ * cj ρ := by
  have hk : κᴴ = -cj κ := by rw [← (cj_rules κ).2.2.2.1, hκ, map_neg]
  rw [genDensity, fromBlocks_multiply, fromBlocks_inj, hk]
  constructor
  · rintro ⟨a, b, -, -⟩
    exact ⟨(eq_sub_of_add_eq' a).symm, by linear_combination (norm := noncomm_ring) b⟩
  · rintro ⟨a, b⟩
    -- the lower blocks are the complex conjugates of the upper ones
    have a' := congrArg cj a
    have b' := congrArg cj b
    simp only [map_sub, map_mul, map_neg, (cj_rules _).1] at a' b'
    refine ⟨?_, ?_, ?_, ?_⟩
    · linear_combination (norm := noncomm_ring) -a
    · linear_combination (norm := noncomm_ring) b
    · linear_combination (norm := noncomm_ring) b'
    · linear_combination (norm := noncomm_ring) -a'

/-- The generalized density matrix of a Bogoliubov vacuum is `W diag(0, 1) W†`,
and it is a Hermitian projector. -/
theorem vacuum_projector {U V : Matrix n n ℂ}
    (h : bogoliubov U V ∈ unitaryGroup (n ⊕ n) ℂ) :
    genDensity (rho V) (kappa U V)
        = bogoliubov U V * fromBlocks 0 0 0 1 * (bogoliubov U V)ᴴ ∧
      (genDensity (rho V) (kappa U V)).IsHermitian ∧
      genDensity (rho V) (kappa U V) * genDensity (rho V) (kappa U V)
        = genDensity (rho V) (kappa U V) := by
  have hd : genDensity (rho V) (kappa U V)
      = bogoliubov U V * fromBlocks 0 0 0 1 * (bogoliubov U V)ᴴ := by
    obtain ⟨-, -, g21, g22⟩ := bogoliubov_relations h
    rw [conjTranspose_bogoliubov, bogoliubov, fromBlocks_multiply, fromBlocks_multiply,
      genDensity, fromBlocks_inj]
    simp only [rho, kappa, map_mul, cj_rules, Matrix.mul_zero, Matrix.mul_one,
      Matrix.zero_mul, zero_add, true_and]
    exact ⟨(eq_neg_of_add_eq_zero_right g21).symm, (eq_sub_of_add_eq' g22).symm⟩
  refine ⟨hd, ?_, (genDensity_idempotent_iff _ _ (purity h).1).mpr (purity h).2⟩
  rw [hd]
  simp only [Matrix.IsHermitian, conjTranspose_mul, conjTranspose_conjTranspose,
    fromBlocks_conjTranspose, conjTranspose_zero, conjTranspose_one, Matrix.mul_assoc]

/-- The upper left entry of a two-by-two matrix, as a linear functional. -/
def emptyState : Matrix (Fin 2) (Fin 2) ℂ →ₗ[ℂ] ℂ where
  toFun M := M 0 0
  map_add' _ _ := rfl
  map_smul' _ _ := rfl

/-- The functional `emptyState` reads off the upper left entry. -/
lemma emptyState_apply (M : Matrix (Fin 2) (Fin 2) ℂ) : emptyState M = M 0 0 := rfl

/-- The adjoint of an explicit two-by-two matrix. -/
lemma adjoint_two (a b c d : ℂ) :
    !![a, b; c, d]ᴴ = !![conj a, conj c; conj b, conj d] := by
  ext i j
  fin_cases i <;> fin_cases j <;> rfl

/-- A single fermion mode in two-by-two matrices satisfies the vacuum conditions. -/
theorem isVacuum_witness :
    IsVacuum emptyState (fun _ : Fin 1 => !![0, 1; 0, 0]) where
  norm := by simp [emptyState_apply]
  right x k := by
    rw [emptyState_apply, Matrix.mul_apply, Fin.sum_univ_two]
    simp
  left x k := by
    change emptyState (star (!![0, 1; 0, 0] : Matrix (Fin 2) (Fin 2) ℂ) * x) = 0
    rw [emptyState_apply, star_eq_conjTranspose, adjoint_two, Matrix.mul_apply,
      Fin.sum_univ_two]
    simp
  car k l := by
    rw [if_pos (Subsingleton.elim k l)]
    ext i j
    fin_cases i <;> fin_cases j <;>
      simp [star_eq_conjTranspose, adjoint_two]

/-- A BCS pair with real amplitudes `u² + v² = 1` has a unitary Bogoliubov matrix, with `ρ = v² 1`
and a pairing tensor with rows `(0, u v)` and `(-u v, 0)`. -/
theorem bcs_pair_witness (u v : ℝ) (h : u * u + v * v = 1) :
    bogoliubov !![(u : ℂ), 0; 0, u] !![0, (v : ℂ); -v, 0] ∈
        unitaryGroup (Fin 2 ⊕ Fin 2) ℂ ∧
      rho !![0, (v : ℂ); -v, 0] = !![(v : ℂ) ^ 2, 0; 0, (v : ℂ) ^ 2] ∧
      kappa !![(u : ℂ), 0; 0, u] !![0, (v : ℂ); -v, 0]
        = !![0, (u : ℂ) * v; -((u : ℂ) * v), 0] := by
  have hc : (u : ℂ) * u + v * v = 1 := by exact_mod_cast h
  have hc' : (v : ℂ) * v + u * u = 1 := by rw [add_comm]; exact hc
  refine ⟨?_, ?_, ?_⟩
  · rw [mem_unitaryGroup_iff, star_eq_conjTranspose, conjTranspose_bogoliubov, bogoliubov,
      fromBlocks_multiply, ← fromBlocks_one, fromBlocks_inj]
    refine ⟨?_, ?_, ?_, ?_⟩ <;> ext i j <;> fin_cases i <;> fin_cases j <;>
      simp [cj, adjoint_two, Matrix.mul_apply, Fin.sum_univ_two, hc, hc', mul_comm]
  · ext i j
    fin_cases i <;> fin_cases j <;> simp [rho, cj, Matrix.mul_apply, Fin.sum_univ_two, sq]
  · ext i j
    fin_cases i <;> fin_cases j <;>
      simp [kappa, cj, Matrix.mul_apply, Fin.sum_univ_two, mul_comm]

end

end BogoliubovPurity
```

```lean
#print axioms BogoliubovPurity.contractions
#print axioms BogoliubovPurity.purity
#print axioms BogoliubovPurity.vacuum_projector
```

```
'BogoliubovPurity.contractions' depends on axioms: [propext, Classical.choice, Quot.sound]
'BogoliubovPurity.purity' depends on axioms: [propext, Classical.choice, Quot.sound]
'BogoliubovPurity.vacuum_projector' depends on axioms: [propext, Classical.choice, Quot.sound]
```

### What the Lean statements say

The mode labels form an arbitrary finite type `n`, which may be empty, and `n ⊕ n` labels the doubled space. The map `cj` is entrywise conjugation, `ᵀ` is the transpose and `ᴴ` the adjoint. The definitions `bogoliubov`, `rho`, `kappa` and `genDensity` are $W$, $\rho$, $\kappa$ and $R$ in the conventions above.

The theorem `purity` has one hypothesis, `bogoliubov U V ∈ unitaryGroup (n ⊕ n) ℂ`. Physically, it says that the change from quasiparticle to particle operators preserves the canonical anticommutation relations. The conclusion is the three matrix identities, and no state or operator appears in it.

The vacuum enters through `IsVacuum ω b`, where `ω` is a complex linear functional on a star algebra `A` and `star` plays the role of the dagger. Its four fields say that `ω` is normalised, that it vanishes on words ending in some `b k`, that it vanishes on words beginning with some `star (b k)`, and that $b_kb_l^\dagger+b_l^\dagger b_k=\delta_{kl}$. Positivity of `ω` and the relation $b_kb_l+b_lb_k=0$ are not required, because two-operator contractions do not use them. The theorem `contractions` then identifies `rho V i j` with $\langle c_j^\dagger c_i\rangle$ and `kappa U V i j` with $\langle c_jc_i\rangle$. Note the reversed order of the indices. This identification holds for all $U$ and $V$, unitary $W$ or not.

Two examples show that the hypotheses can be met. `isVacuum_witness` realises the vacuum conditions for one fermion mode in $2\times2$ matrices, and `bcs_pair_witness` treats the pair above. The file does not construct a vacuum for a general number of modes, does not treat expectation values of longer products, and does not show that every pair $\rho,\kappa$ with Hermitian $\rho$ that obeys the conditions comes from some $U,V$. Infinitely many modes are excluded throughout.

### How the proof follows the algebra

`cj_rules` collects the ways in which conjugation, transpose and adjoint combine, and `conjTranspose_bogoliubov` uses it to write down $W^\dagger$.

`vacuum_pair` is the contraction argument for general coefficients. Its inner statement `h` is $\langle b_kb_l^\dagger\rangle=\delta_{kl}$, `term` expands the four products, and the double sum collapses to $\sum_kp_ks_k$. `contractions` first computes $c_j^\dagger$ and then applies this result twice.

`bogoliubov_relations` turns both $W^\dagger W=1$ and $WW^\dagger=1$ into equations between blocks, with `fromBlocks_inj` doing the comparison. In `purity`, antisymmetry is the relation `g12`. The two `calc` chains are the two displayed computations: `e` supplies $U^T\bar U=1-V^T\bar V$, while `e2` and `e3` are the off-diagonal relations. The tactic `noncomm_ring` rearranges products without commuting matrices.

In `genDensity_idempotent_iff`, the forward direction reads off the upper blocks. The reverse direction conjugates the two conditions to obtain `a'` and `b'`, which settle the lower blocks. `vacuum_projector` proves the factorisation as `hd`, gets Hermiticity from it, and gets idempotency by feeding `purity` into the equivalence.

### Where the conditions appear in a mean-field code

In Hartree–Fock–Bogoliubov calculations with a finite basis, where the trial state is restricted to a Bogoliubov vacuum, these identities are constraints on the densities that enter the energy. A common scheme diagonalises a $2n\times2n$ quasiparticle Hamiltonian in each iteration. If it has no zero eigenvalue, orthonormal eigenvectors of positive energy supply the columns $(U,V)$, and their conjugate partners $(\bar V,\bar U)$ have negative energy. In NumPy notation, the new densities are `V.conj() @ V.T` and `V.conj() @ U.T`.

The norms of $R^2-R$ and $\kappa+\kappa^T$ should then vanish up to rounding, which gives a cheap check that can reveal some mistakes in index order or conjugation. It misses others: reversing the two indices of $\kappa$ only changes its sign, and conjugating both $\rho$ and $\kappa$ also preserves all the conditions. Densities that have been linearly mixed between iterations behave differently: a proper average of two distinct Hermitian projectors is not a projector, so a nonzero $R^2-R$ is expected there until the iteration converges. The check therefore belongs on the densities freshly built from the eigenvectors.
